# Under a constant positive force, end-of-step velocities of noise-free BAOAB settle above the exact terminal velocity

Take a particle of unit mass at rest, with friction rate $g>0$ and constant force $F>0$, and make one step of length $h>0$. With $c=e^{-gh}$, the exact velocity after the step is

$$F\int_0^h e^{-g(h-s)}\,ds=\frac{F(1-c)}{g}.$$

BAOAB gives half the impulse $hF$ before the friction and half after it, so its velocity is $\tfrac{hF}{2}(c+1)$. This is the trapezoidal rule for the same integral. The integrand is strictly convex, so the rule gives too much. Every later step adds the same excess and damps the earlier ones by $c$, which leaves a permanent bias.

```lean
import Mathlib

open Filter Topology

namespace LangevinConstantForce

noncomputable section
```

## The substeps

A state is a pair (position, velocity) of real numbers, `s.1` and `s.2`. In substep B, the force acts for a time $\tau$ and changes the velocity by $\tau F$.

```lean
/-- Substep B: a constant force `F` acts for a time `τ` on a particle of unit mass;
states are pairs (position, velocity). -/
def kick (F τ : ℝ) (s : ℝ × ℝ) : ℝ × ℝ := (s.1, s.2 + τ * F)
```

In substep A, the particle flies freely and its position changes by $\tau v$.

```lean
/-- Substep A: free flight for a time `τ`. -/
def drift (τ : ℝ) (s : ℝ × ℝ) : ℝ × ℝ := (s.1 + τ * s.2, s.2)
```

Substep O keeps only the drag of the surrounding medium: the velocity is multiplied by $e^{-g\tau}$, and the random force is left out.

```lean
/-- Substep O without noise: friction with rate `g` damps the velocity for a time `τ`. -/
def friction (g τ : ℝ) (s : ℝ × ℝ) : ℝ × ℝ := (s.1, Real.exp (-(g * τ)) * s.2)
```

A full step is B, A, O, A, B, with half-length kicks and drifts around a full-length friction substep. In Lean's nested composition the innermost map acts first.

```lean
/-- One noise-free BAOAB step of length `h` under a constant force. -/
def baoab (g h F : ℝ) (s : ℝ × ℝ) : ℝ × ℝ :=
  kick F (h / 2) (drift (h / 2) (friction g h (drift (h / 2) (kick F (h / 2) s))))
```

## Two terminal velocities

The candidate for the numerical limit is

$$v_*=\frac{hF}{2}\,\frac{1+c}{1-c}.$$

```lean
/-- The velocity `(hF/2)(1 + c)/(1 - c)` with `c = exp(-gh)`. -/
def baoabTerminal (g h F : ℝ) : ℝ :=
  h * F / 2 * (1 + Real.exp (-(g * h))) / (1 - Real.exp (-(g * h)))
```

It is to be compared with the continuous motion from initial velocity $v_0$,

$$v(t)=\frac Fg+\Big(v_0-\frac Fg\Big)e^{-gt}.$$

```lean
/-- The velocity at time `t` of a particle of unit mass started at `v₀`, under friction with rate `g
≠ 0` and a constant force `F`. -/
def exactVelocity (g F v₀ t : ℝ) : ℝ := F / g + (v₀ - F / g) * Real.exp (-(g * t))
```

At $t=0$ this equals $v_0$. Differentiation gives $v'=-g(v_0-F/g)e^{-gt}=F-gv$, and the exponential dies out as $t\to\infty$, leaving $F/g$. The three parts of the next theorem state these facts; `Tendsto … atTop (𝓝 (F / g))` is the limit at late times.

```lean
/-- The exact velocity starts at `v₀`, obeys `v' = F - g v`, and tends to `F/g`. -/
theorem exactVelocity_spec {g : ℝ} (hg : 0 < g) (F v₀ : ℝ) :
    exactVelocity g F v₀ 0 = v₀ ∧
    (∀ t, HasDerivAt (exactVelocity g F v₀) (F - g * exactVelocity g F v₀ t) t) ∧
    Tendsto (exactVelocity g F v₀) atTop (𝓝 (F / g)) := by
  refine ⟨by simp [exactVelocity], fun t => ?_, ?_⟩
  · have hd := ((((hasDerivAt_id' t).const_mul g).fun_neg.exp).const_mul
      (v₀ - F / g)).const_add (F / g)
    have hF : g * (F / g) = F := by field_simp
    refine HasDerivAt.congr_deriv hd ?_
    unfold exactVelocity
    linear_combination hF
  · -- the memory of the initial velocity decays exponentially
    have he : Tendsto (fun t : ℝ => Real.exp (-(g * t))) atTop (𝓝 0) :=
      Real.tendsto_exp_neg_atTop_nhds_zero.comp (tendsto_id.const_mul_atTop hg)
    have hl := (he.const_mul (v₀ - F / g)).const_add (F / g)
    rw [mul_zero, add_zero] at hl
    exact hl
```

## Convergence from any start

Start a step at $(x,v)$. The first kick gives $w=v+\tfrac h2F$, friction turns $w$ into $cw$, and the last kick adds $\tfrac h2F$. The two drifts use $w$ and $cw$. Hence

$$v'=cv+\tfrac h2(1+c)F,\qquad x'=x+\tfrac h2(1+c)\big(v+\tfrac h2F\big),$$

where primes now mark the state after the step. Lean unfolds the substeps and checks the algebra with `ring`.

```lean
/-- One BAOAB step maps the velocity `v` to `c v + h(1 + c)F/2` and moves the position by
`(h/2)(1 + c)(v + hF/2)`, where `c = exp(-gh)`. -/
theorem baoab_update (g h F : ℝ) (s : ℝ × ℝ) :
    (baoab g h F s).2 =
      Real.exp (-(g * h)) * s.2 + h * (1 + Real.exp (-(g * h))) * F / 2 ∧
    (baoab g h F s).1 =
      s.1 + h / 2 * (1 + Real.exp (-(g * h))) * (s.2 + h / 2 * F) := by
  constructor <;> simp only [baoab, kick, drift, friction] <;> ring
```

Since $gh>0$, the damping factor satisfies $c<1$.

```lean
lemma damping_lt_one {g h : ℝ} (hg : 0 < g) (hh : 0 < h) : Real.exp (-(g * h)) < 1 :=
  Real.exp_lt_one_iff.mpr (neg_lt_zero.mpr (mul_pos hg hh))
```

Therefore $1-c\neq0$, and $v_*$ is a fixed point:

$$cv_*+\tfrac h2(1+c)F=\tfrac{hF}{2}(1+c)\Big(\frac{c}{1-c}+1\Big)=v_*.$$

```lean
/-- The BAOAB terminal velocity is left unchanged by the velocity update. -/
theorem terminal_fixed {g h : ℝ} (hg : 0 < g) (hh : 0 < h) (F : ℝ) :
    Real.exp (-(g * h)) * baoabTerminal g h F + h * (1 + Real.exp (-(g * h))) * F / 2
      = baoabTerminal g h F := by
  have hc : 1 - Real.exp (-(g * h)) ≠ 0 := (sub_pos.mpr (damping_lt_one hg hh)).ne'
  unfold baoabTerminal
  generalize Real.exp (-(g * h)) = c at *
  field_simp
  ring
```

Write $v_n$ for the velocity after $n$ steps, in Lean `((baoab g h F)^[n] s).2`. Subtracting the fixed-point equation from the update gives $v_{n+1}-v_*=c(v_n-v_*)$, and induction gives $v_n-v_*=c^n(v_0-v_*)$.

```lean
/-- After `n` steps the deviation from the BAOAB terminal velocity is `exp(-gh)^n` times
the initial deviation. -/
theorem velocity_deviation {g h : ℝ} (hg : 0 < g) (hh : 0 < h) (F : ℝ) (s : ℝ × ℝ) (n : ℕ) :
    ((baoab g h F)^[n] s).2 - baoabTerminal g h F =
      Real.exp (-(g * h)) ^ n * (s.2 - baoabTerminal g h F) := by
  induction n with
  | zero => simp
  | succ n ih =>
    rw [Function.iterate_succ_apply', (baoab_update g h F _).1, pow_succ]
    linear_combination Real.exp (-(g * h)) * ih + terminal_fixed hg hh F
```

Because $0<c<1$, $c^n\to0$ and $v_n\to v_*$. The sign of $F$ plays no part here.

```lean
lemma velocity_tendsto {g h : ℝ} (hg : 0 < g) (hh : 0 < h) (F : ℝ) (s : ℝ × ℝ) :
    Tendsto (fun n : ℕ => ((baoab g h F)^[n] s).2) atTop (𝓝 (baoabTerminal g h F)) := by
  have hp := tendsto_pow_atTop_nhds_zero_of_lt_one (Real.exp_pos (-(g * h))).le
    (damping_lt_one hg hh)
  have hl := (hp.mul_const (s.2 - baoabTerminal g h F)).add_const (baoabTerminal g h F)
  rw [zero_mul, zero_add] at hl
  refine hl.congr fun n => ?_
  linarith [velocity_deviation hg hh F s n]
```

## The sign of the bias

For $x>0$ we have $e^x>1+x$. Multiplication by $e^{-x}$ gives $e^{-x}(1+x)<1$.

```lean
lemma exp_neg_mul_lt {x : ℝ} (hx : 0 < x) : Real.exp (-x) * (1 + x) < 1 := by
  have h1 := Real.add_one_lt_exp hx.ne'
  have h2 : Real.exp (-x) * Real.exp x = 1 := by rw [← Real.exp_add]; simp
  nlinarith [mul_lt_mul_of_pos_left h1 (Real.exp_pos (-x))]
```

Let $f(x)=x(1+e^{-x})-2(1-e^{-x})$. Then $f(0)=0$ and $f'(x)=1-e^{-x}(1+x)$, which is positive for $x>0$ by the previous inequality. So $f(x)>0$ there. Lean passes from the derivative to strict growth with `strictMonoOn_of_deriv_pos`.

```lean
lemma trapezoid_gap {x : ℝ} (hx : 0 < x) :
    2 * (1 - Real.exp (-x)) < x * (1 + Real.exp (-x)) := by
  -- the difference of the two sides vanishes at zero and has positive derivative
  have hd : ∀ y : ℝ, HasDerivAt
      (fun z : ℝ => z * (1 + Real.exp (-z)) - 2 * (1 - Real.exp (-z)))
      (1 - Real.exp (-y) * (1 + y)) y := by
    intro y
    have he : HasDerivAt (fun z : ℝ => Real.exp (-z)) (-Real.exp (-y)) y :=
      ((hasDerivAt_id' y).fun_neg.exp).congr_deriv (by ring)
    exact (((hasDerivAt_id' y).fun_mul (he.const_add 1)).fun_sub
      ((he.const_sub 1).const_mul 2)).congr_deriv (by ring)
  have hm := strictMonoOn_of_deriv_pos (convex_Ici (0 : ℝ))
    (fun y _ => (hd y).continuousAt.continuousWithinAt) (fun y hy => by
      rw [interior_Ici] at hy
      rw [(hd y).deriv]
      exact sub_pos.mpr (exp_neg_mul_lt hy))
  have h0 := hm (Set.mem_Ici.mpr le_rfl) (Set.mem_Ici.mpr hx.le) hx
  norm_num at h0
  linarith
```

With $x=gh$ this reads $2(1-c)<gh(1+c)$. Multiplying by $F>0$ and dividing by $2g(1-c)>0$ gives $F/g<v_*$. The theorem joins this to the convergence, for every starting state `s`.

```lean
/-- For `F > 0` and any start, the end-of-step velocities of noise-free BAOAB converge to `(hF/2)(1
+ c)/(1 - c)` with `c = exp(-gh)`, which is strictly larger than the exact terminal velocity `F/g`.
-/
theorem baoab_overestimates_terminal_velocity {g h F : ℝ} (hg : 0 < g) (hh : 0 < h)
    (hF : 0 < F) (s : ℝ × ℝ) :
    Tendsto (fun n : ℕ => ((baoab g h F)^[n] s).2) atTop
      (𝓝 (h * F / 2 * (1 + Real.exp (-(g * h))) / (1 - Real.exp (-(g * h))))) ∧
    F / g < h * F / 2 * (1 + Real.exp (-(g * h))) / (1 - Real.exp (-(g * h))) := by
  refine ⟨velocity_tendsto hg hh F s, ?_⟩
  rw [div_lt_div_iff₀ hg (sub_pos.mpr (damping_lt_one hg hh))]
  nlinarith [mul_lt_mul_of_pos_left (trapezoid_gap (mul_pos hg hh)) hF]
```

## Displacement and mid-step velocity

The position update gives

$$\frac{x_{n+1}-x_n}{h}=\frac{1+c}{2}\Big(v_n+\frac h2F\Big).$$

Since $v_*+\tfrac h2F=hF/(1-c)$, the right-hand side tends to $v_*$. In this noise-free, one-particle model with constant force, the mobility computed from late-time displacements, meaning the limiting displacement rate divided by $F$, is thus too large at every step length $h>0$: it is $v_*/F$ instead of $1/g$.

```lean
/-- The displacement per step divided by `h` converges to `baoabTerminal g h F`. -/
theorem displacement_rate_tendsto {g h : ℝ} (hg : 0 < g) (hh : 0 < h) (F : ℝ) (s : ℝ × ℝ) :
    Tendsto (fun n : ℕ => (((baoab g h F)^[n + 1] s).1 - ((baoab g h F)^[n] s).1) / h)
      atTop (𝓝 (baoabTerminal g h F)) := by
  have hl := ((velocity_tendsto hg hh F s).add_const (h / 2 * F)).const_mul
    ((1 + Real.exp (-(g * h))) / 2)
  have hv : (1 + Real.exp (-(g * h))) / 2 * (baoabTerminal g h F + h / 2 * F)
      = baoabTerminal g h F := by
    linear_combination terminal_fixed hg hh F / 2
  rw [hv] at hl
  refine hl.congr fun n => ?_
  rw [Function.iterate_succ_apply', (baoab_update g h F _).2, eq_div_iff hh.ne']
  ring
```

Just after friction, the velocity in the step that starts from $v_n$ is $c(v_n+\tfrac h2F)$, with limit $chF/(1-c)$. This is below $F/g$ exactly when $c(1+gh)<1$, the exponential inequality again at $x=gh$. The sign of the velocity error therefore depends on where in the step the velocity is read.

```lean
/-- For `F > 0`, the velocity read just after the friction substep converges to `c h F/(1 - c)` with
`c = exp(-gh)`, which is strictly smaller than the exact terminal velocity `F/g`. -/
theorem midstep_underestimates_terminal_velocity {g h F : ℝ} (hg : 0 < g) (hh : 0 < h)
    (hF : 0 < F) (s : ℝ × ℝ) :
    Tendsto (fun n : ℕ =>
        (friction g h (drift (h / 2) (kick F (h / 2) ((baoab g h F)^[n] s)))).2) atTop
      (𝓝 (Real.exp (-(g * h)) * h * F / (1 - Real.exp (-(g * h))))) ∧
    Real.exp (-(g * h)) * h * F / (1 - Real.exp (-(g * h))) < F / g := by
  have hc : 0 < 1 - Real.exp (-(g * h)) := sub_pos.mpr (damping_lt_one hg hh)
  constructor
  · have hl := ((velocity_tendsto hg hh F s).add_const (h / 2 * F)).const_mul
      (Real.exp (-(g * h)))
    have hv : Real.exp (-(g * h)) * (baoabTerminal g h F + h / 2 * F)
        = Real.exp (-(g * h)) * h * F / (1 - Real.exp (-(g * h))) := by
      rw [eq_div_iff hc.ne']
      linear_combination (-Real.exp (-(g * h))) * terminal_fixed hg hh F
    rw [hv] at hl
    exact hl
  · rw [div_lt_div_iff₀ hc hg]
    nlinarith [mul_lt_mul_of_pos_left (exp_neg_mul_lt (mul_pos hg hh)) hF]

end

end LangevinConstantForce
```

```lean
#print axioms LangevinConstantForce.exactVelocity_spec
#print axioms LangevinConstantForce.baoab_overestimates_terminal_velocity
#print axioms LangevinConstantForce.displacement_rate_tendsto
#print axioms LangevinConstantForce.midstep_underestimates_terminal_velocity
```

```
'LangevinConstantForce.exactVelocity_spec' depends on axioms: [propext, Classical.choice, Quot.sound]
'LangevinConstantForce.baoab_overestimates_terminal_velocity' depends on axioms: [propext, Classical.choice, Quot.sound]
'LangevinConstantForce.displacement_rate_tendsto' depends on axioms: [propext, Classical.choice, Quot.sound]
'LangevinConstantForce.midstep_underestimates_terminal_velocity' depends on axioms: [propext, Classical.choice, Quot.sound]
```
